# The acoustic sum rule on a ring: D(k) = −2 ∑ Φ(x) sin²(πkx/N)

## Question

Take a harmonic lattice of identical atoms, with one displacement per site and no external potential. If the force constants used for it do not sum to zero, shifting every atom by the same amount produces a force on each atom, restoring if the sum is positive and directed along the shift if it is negative. The k = 0 mode, which should be a free translation, then gets a spurious frequency, or an imaginary one if the sum is negative. Numerically computed force constants can show this defect.

Now let the lattice be a periodic ring of N sites. The real force constants satisfy Φ(−x) = Φ(x) and ∑ Φ(x) = 0. I would like to see that their Fourier transform is

D(k) = −2 ∑_x Φ(x) sin²(πkx/N),

that it vanishes at k = 0, and that it is nonnegative when Φ(x) ≤ 0 for all x ≠ 0. Can this be stated and proved in Lean 4 with Mathlib?

## Answer

### Modelling choices

Sites, separations and wave numbers are all elements of `ZMod N` with N ≥ 1, so the periodic boundary condition is built into the type. Where a formula needs an actual number, `k.val` and `x.val` are the representatives between 0 and N − 1.

- `blochWave k x` is the wave W(k, x) = exp(2πi kx/N). It is unnormalised, with squared norm N over the ring; dividing it by √N gives the normalised mode with the same eigenvalue.
- `harmonicOperator Φ u x` is ∑_y Φ(x − y) u(y), which is minus the force on site x. Lattice periodicity is built in, since Φ depends only on the separation of the sites. This is distinct from the absence of a force under a rigid shift of all atoms, which is the sum rule and enters as a separate hypothesis.
- `dynamicalFactor Φ k` is D(k) = ∑_x Φ(x) W(k, −x), a complex number. That it is real for even Φ has to be proved.

For equal masses m, the squared frequency is ω² = D(k)/m. Masses and equations of motion are not in the file, nor are polarisations, several atoms per cell, or the limit N → ∞.

### Derivation by hand

**Bloch waves are eigenvectors.** Changing k or x by a multiple of N changes the exponent of W by a multiple of 2πi. Hence W(k, x + y) = W(k, x) W(k, y) holds on the ring, including wrap-around. With r = x − y,

∑_y Φ(x − y) W(k, y) = ∑_r Φ(r) W(k, x − r) = D(k) W(k, x).

**Opposite separations combine.** Put s = πkx/N. Then

W(k, x) + W(k, −x) = 2 cos 2s = 2 − 4 sin² s.

**Evenness gives the general formula.** Replacing x by −x in the sum and using Φ(−x) = Φ(x),

D(k) = ∑_x Φ(x) W(k, −x) = ∑_x Φ(x) W(k, x).

Adding the two expressions and halving,

D(k) = ∑_x Φ(x) − 2 ∑_x Φ(x) sin²(πkx/N).

**The sum rule removes the first term**, which leaves the claimed formula. At k = 0 every phase is 1, so D(0) = ∑ Φ(x) = 0.

**The sign.** The term x = 0 contains sin² 0 = 0, so the on-site constant does not contribute. For x ≠ 0 and Φ(x) ≤ 0, the term −2 Φ(x) sin²(πkx/N) is nonnegative, and therefore D(k) ≥ 0.

**When D(k) = 0.** Keep evenness, the sum rule and the sign condition. A sum of nonnegative terms vanishes exactly when each term does. So D(k) = 0 if and only if sin(πkx/N) = 0 for every x with Φ(x) ≠ 0, and this sine vanishes exactly when N divides kx.

**The spring chain.** Nearest-neighbour springs of stiffness K contribute 2K at x = 0 and −K at each of x = 1 and x = −1. Thus

D(k) = 2K − K [W(k, 1) + W(k, −1)] = 4K sin²(πk/N).

### The Lean file

```lean
import Mathlib

open scoped Real

namespace AcousticSumRule

noncomputable section

variable {N : ℕ} [NeZero N]

/-- The Bloch wave `exp(2πi k x / N)` on a ring of `N` sites. -/
def blochWave (k x : ZMod N) : ℂ :=
  Complex.exp (2 * π * Complex.I * (k.val * x.val) / N)

/-- The harmonic operator: the force constants `Φ (x - y)` summed against the
displacements `u y`. -/
def harmonicOperator (Φ : ZMod N → ℝ) (u : ZMod N → ℂ) (x : ZMod N) : ℂ :=
  ∑ y, (Φ (x - y) : ℂ) * u y

/-- The Fourier transform of the force constants, `D(k) = ∑ Φ(x) exp(-2πi k x / N)`. -/
def dynamicalFactor (Φ : ZMod N → ℝ) (k : ZMod N) : ℂ :=
  ∑ x, (Φ x : ℂ) * blochWave k (-x)

/-- The Bloch wave is the standard additive character of the ring, evaluated at `k x`. -/
theorem blochWave_eq_character (k x : ZMod N) :
    blochWave k x = ZMod.stdAddChar (k * x) := by
  have e : (((k.val * x.val : ℕ) : ℤ) : ZMod N) = k * x := by
    rw [Int.cast_natCast, Nat.cast_mul, ZMod.natCast_zmod_val, ZMod.natCast_zmod_val]
  rw [blochWave, ← e, ZMod.stdAddChar_coe, Int.cast_natCast, Nat.cast_mul]

/-- Every Bloch wave is an eigenvector of the harmonic operator, with eigenvalue `D(k)`. -/
theorem harmonicOperator_blochWave (Φ : ZMod N → ℝ) (k x : ZMod N) :
    harmonicOperator Φ (blochWave k) x = dynamicalFactor Φ k * blochWave k x := by
  unfold harmonicOperator dynamicalFactor
  rw [Finset.sum_mul]
  -- sum over the separation `x - y` instead of the site `y`
  refine Fintype.sum_equiv (Equiv.subLeft x) _ _ fun y => ?_
  simp only [Equiv.subLeft_apply]
  have h : blochWave k y = blochWave k (-(x - y)) * blochWave k x := by
    simp only [blochWave_eq_character]
    rw [← AddChar.map_add_eq_mul]
    congr 1
    ring
  rw [mul_assoc, ← h]

/-- The Bloch phases at opposite separations add up to `2 - 4 sin²(π k x / N)`. -/
theorem blochWave_add_neg (k x : ZMod N) :
    blochWave k x + blochWave k (-x) =
      ((2 - 4 * Real.sin (π * k.val * x.val / N) ^ 2 : ℝ) : ℂ) := by
  have hx : blochWave k x =
      Complex.exp (2 * ((π * k.val * x.val / N : ℝ) : ℂ) * Complex.I) := by
    rw [blochWave]
    congr 1
    simp only [Complex.ofReal_div, Complex.ofReal_mul, Complex.ofReal_natCast]
    ring
  have hn : blochWave k (-x) =
      Complex.exp (-(2 * ((π * k.val * x.val / N : ℝ) : ℂ)) * Complex.I) := by
    rw [blochWave_eq_character, mul_neg, AddChar.map_neg_eq_inv,
      ← blochWave_eq_character, hx, ← Complex.exp_neg, neg_mul]
  rw [hx, hn]
  generalize π * (k.val : ℝ) * (x.val : ℝ) / (N : ℝ) = s
  have hc : Complex.cos (2 * (s : ℂ)) = (Complex.exp (2 * (s : ℂ) * Complex.I)
      + Complex.exp (-(2 * (s : ℂ)) * Complex.I)) / 2 := by rw [Complex.cos]
  push_cast
  linear_combination (-2) * hc + 2 * Complex.cos_two_mul (s : ℂ)
    + 4 * Complex.sin_sq_add_cos_sq (s : ℂ)

/-- For even force constants, `D(k) = ∑ Φ(x) - 2 ∑ Φ(x) sin²(π k x / N)`. -/
theorem dynamicalFactor_eq {Φ : ZMod N → ℝ} (heven : ∀ x, Φ (-x) = Φ x) (k : ZMod N) :
    dynamicalFactor Φ k =
      ((∑ x, Φ x - 2 * ∑ x, Φ x * Real.sin (π * k.val * x.val / N) ^ 2 : ℝ) : ℂ) := by
  -- evenness allows the sign of the phase to be reversed
  have hflip : dynamicalFactor Φ k = ∑ x, (Φ x : ℂ) * blochWave k x := by
    unfold dynamicalFactor
    exact Fintype.sum_equiv (Equiv.neg _) _ _ fun x => by
      simp only [Equiv.neg_apply, heven]
  have hsum : ∑ x, (Φ x : ℂ) * (blochWave k x + blochWave k (-x)) =
      dynamicalFactor Φ k + dynamicalFactor Φ k := by
    simp only [mul_add, Finset.sum_add_distrib]
    rw [← hflip]
    rfl
  simp only [blochWave_add_neg] at hsum
  have hr : 2 * (∑ x, Φ x - 2 * ∑ x, Φ x * Real.sin (π * k.val * x.val / N) ^ 2) =
      ∑ x, Φ x * (2 - 4 * Real.sin (π * k.val * x.val / N) ^ 2) := by
    simp only [mul_sub, Finset.mul_sum, ← Finset.sum_sub_distrib]
    exact Finset.sum_congr rfl fun x _ => by ring
  have h := congrArg (fun r : ℝ => (r : ℂ)) hr
  simp only [Complex.ofReal_sum] at h
  simp only [← Complex.ofReal_mul] at hsum
  rw [hsum, Complex.ofReal_mul, Complex.ofReal_ofNat] at h
  linear_combination (-1 / 2) * h

/-- `D(k)` vanishes at `k = 0` exactly when the force constants sum to zero. -/
theorem dynamicalFactor_zero_iff (Φ : ZMod N → ℝ) :
    dynamicalFactor Φ 0 = 0 ↔ ∑ x, Φ x = 0 := by
  have h : dynamicalFactor Φ 0 = ((∑ x, Φ x : ℝ) : ℂ) := by
    simp [dynamicalFactor, blochWave]
  rw [h, Complex.ofReal_eq_zero]

/-- Acoustic sum rule: for even force constants that sum to zero,
`D(k) = -2 ∑ Φ(x) sin²(π k x / N)`; it vanishes at `k = 0`, and it is nonnegative if all
off-site force constants are nonpositive. -/
theorem acoustic_sum_rule {Φ : ZMod N → ℝ} (heven : ∀ x, Φ (-x) = Φ x)
    (hsum : ∑ x, Φ x = 0) :
    (∀ k, dynamicalFactor Φ k =
      ((-2 * ∑ x, Φ x * Real.sin (π * k.val * x.val / N) ^ 2 : ℝ) : ℂ)) ∧
    dynamicalFactor Φ 0 = 0 ∧
    ((∀ x, x ≠ 0 → Φ x ≤ 0) → ∀ k, 0 ≤ (dynamicalFactor Φ k).re) := by
  have hD : ∀ k, dynamicalFactor Φ k =
      ((-2 * ∑ x, Φ x * Real.sin (π * k.val * x.val / N) ^ 2 : ℝ) : ℂ) := fun k => by
    rw [dynamicalFactor_eq heven, hsum, zero_sub, neg_mul]
  refine ⟨hD, (dynamicalFactor_zero_iff Φ).mpr hsum, fun hoff k => ?_⟩
  rw [hD, Complex.ofReal_re]
  -- the on-site term drops out because its sine is zero
  have h : ∑ x, Φ x * Real.sin (π * k.val * x.val / N) ^ 2 ≤ 0 := by
    refine Finset.sum_nonpos fun x _ => ?_
    by_cases hx : x = 0
    · simp [hx]
    · exact mul_nonpos_of_nonpos_of_nonneg (hoff x hx) (sq_nonneg _)
  linarith

/-- The factor `sin(π k x / N)` vanishes exactly when `k x` is zero modulo `N`. -/
theorem sin_eq_zero_iff_mul (k x : ZMod N) :
    Real.sin (π * k.val * x.val / N) = 0 ↔ k * x = 0 := by
  have hN : (N : ℝ) ≠ 0 := Nat.cast_ne_zero.mpr (NeZero.ne N)
  have e : ((k.val * x.val : ℕ) : ZMod N) = k * x := by
    rw [Nat.cast_mul, ZMod.natCast_zmod_val, ZMod.natCast_zmod_val]
  rw [← e, CharP.cast_eq_zero_iff (ZMod N) N, Real.sin_eq_zero_iff]
  constructor
  · rintro ⟨n, hn⟩
    rw [eq_div_iff hN] at hn
    have h : (n : ℝ) * N = k.val * x.val :=
      mul_left_cancel₀ Real.pi_ne_zero (by linear_combination hn)
    have hz : n * (N : ℤ) = ((k.val * x.val : ℕ) : ℤ) := by
      apply Int.cast_injective (α := ℝ)
      rw [Int.cast_mul, Int.cast_natCast, Int.cast_natCast, Nat.cast_mul]
      exact h
    exact Int.natCast_dvd_natCast.mp ⟨n, by rw [← hz]; ring⟩
  · rintro ⟨m, hm⟩
    have h : (k.val : ℝ) * x.val = N * m := by rw [← Nat.cast_mul, hm, Nat.cast_mul]
    refine ⟨m, ?_⟩
    rw [Int.cast_natCast, eq_div_iff hN]
    linear_combination (-π) * h

/-- Under the sum rule and with nonpositive off-site force constants, `D(k) = 0` exactly when
`k x` is zero modulo `N` for every separation `x` with a nonzero force constant. -/
theorem dynamicalFactor_eq_zero_iff {Φ : ZMod N → ℝ} (heven : ∀ x, Φ (-x) = Φ x)
    (hsum : ∑ x, Φ x = 0) (hoff : ∀ x, x ≠ 0 → Φ x ≤ 0) (k : ZMod N) :
    dynamicalFactor Φ k = 0 ↔ ∀ x, Φ x ≠ 0 → k * x = 0 := by
  have hterm : ∀ x ∈ (Finset.univ : Finset (ZMod N)),
      Φ x * Real.sin (π * k.val * x.val / N) ^ 2 ≤ 0 := fun x _ => by
    by_cases hx : x = 0
    · simp [hx]
    · exact mul_nonpos_of_nonpos_of_nonneg (hoff x hx) (sq_nonneg _)
  rw [(acoustic_sum_rule heven hsum).1 k, Complex.ofReal_eq_zero,
    mul_eq_zero_iff_left (by norm_num : (-2 : ℝ) ≠ 0),
    Finset.sum_eq_zero_iff_of_nonpos hterm]
  -- a sum of terms of one sign vanishes only term by term
  simp only [Finset.mem_univ, true_implies]
  refine forall_congr' fun x => ?_
  rw [mul_eq_zero, pow_eq_zero_iff two_ne_zero, sin_eq_zero_iff_mul]
  tauto

/-- Force constants of a ring with nearest-neighbour springs of stiffness `K`: `2K` on site
and `-K` at each of `x = 1` and `x = -1`, these contributions being added where the
separations `0`, `1`, `-1` coincide (`N ≤ 2`). -/
def springChain (K : ℝ) (x : ZMod N) : ℝ :=
  K * ((if x = 0 then 2 else 0) - (if x = 1 then 1 else 0) - (if x = -1 then 1 else 0))

/-- The spring chain with `K > 0` and at least two sites is even, obeys the sum rule, has
nonpositive off-site force constants, and has a negative one between neighbours. -/
theorem springChain_witness (hN : 1 < N) {K : ℝ} (hK : 0 < K) :
    (∀ x : ZMod N, springChain K (-x) = springChain K x) ∧
    ∑ x : ZMod N, springChain K x = 0 ∧
    (∀ x : ZMod N, x ≠ 0 → springChain K x ≤ 0) ∧ springChain K (1 : ZMod N) < 0 := by
  have : Fact (1 < N) := ⟨hN⟩
  refine ⟨fun x => ?_, ?_, fun x hx => ?_, ?_⟩
  · have h1 : (-x = 1) ↔ (x = -1) := neg_eq_iff_eq_neg
    simp only [springChain, neg_eq_zero, neg_inj, h1]
    ring
  · simp only [springChain, ← Finset.mul_sum, Finset.sum_sub_distrib, Finset.sum_ite_eq',
      Finset.mem_univ, if_true]
    ring
  · simp only [springChain, if_neg hx]
    split_ifs <;> linarith
  · have h1 : (1 : ZMod N) ≠ 0 := one_ne_zero
    simp only [springChain, if_neg h1, if_true]
    split_ifs <;> linarith

/-- For the nearest-neighbour spring chain, `D(k) = 4 K sin²(π k / N)`. -/
theorem springChain_dispersion (K : ℝ) (k : ZMod N) :
    dynamicalFactor (springChain K) k =
      ((4 * K * Real.sin (π * k.val / N) ^ 2 : ℝ) : ℂ) := by
  have hD : dynamicalFactor (springChain K) k =
      K * (2 * blochWave k 0 - (blochWave k 1 + blochWave k (-1))) := by
    have ht : ∀ x : ZMod N, (springChain K x : ℂ) * blochWave k (-x) =
        K * ((if x = 0 then 2 * blochWave k (-x) else 0)
          - (if x = 1 then blochWave k (-x) else 0)
          - (if x = -1 then blochWave k (-x) else 0)) := fun x => by
      unfold springChain
      split_ifs <;> push_cast <;> ring
    simp only [dynamicalFactor, ht, ← Finset.mul_sum, Finset.sum_sub_distrib,
      Finset.sum_ite_eq', Finset.mem_univ, if_true, neg_neg, neg_zero]
    ring
  have h0 : blochWave k 0 = 1 := by simp [blochWave]
  have hv : (k.val : ℝ) * ((1 : ZMod N).val : ℝ) = k.val := by
    rcases eq_or_ne N 1 with rfl | h
    · have hk : k = 0 := Subsingleton.elim _ _
      rw [hk, ZMod.val_zero, Nat.cast_zero, zero_mul]
    · rw [ZMod.val_one'' h, Nat.cast_one, mul_one]
  rw [hD, h0, blochWave_add_neg, mul_assoc π, hv]
  generalize π * (k.val : ℝ) / (N : ℝ) = s
  push_cast
  ring

end

end AcousticSumRule
```

```lean
#print axioms AcousticSumRule.harmonicOperator_blochWave
#print axioms AcousticSumRule.acoustic_sum_rule
#print axioms AcousticSumRule.dynamicalFactor_eq_zero_iff
#print axioms AcousticSumRule.springChain_dispersion
```

```
'AcousticSumRule.harmonicOperator_blochWave' depends on axioms: [propext, Classical.choice, Quot.sound]
'AcousticSumRule.acoustic_sum_rule' depends on axioms: [propext, Classical.choice, Quot.sound]
'AcousticSumRule.dynamicalFactor_eq_zero_iff' depends on axioms: [propext, Classical.choice, Quot.sound]
'AcousticSumRule.springChain_dispersion' depends on axioms: [propext, Classical.choice, Quot.sound]
```

### Reading the statements

`acoustic_sum_rule` takes evenness (`heven`) and the sum rule (`hsum`) and returns three facts. The first is the sine formula for every k, as an equality of complex numbers whose right side is a real number cast to ℂ; this includes the reality of D(k). The second is D(0) = 0. The third has the sign condition as its own premise and concludes `0 ≤ (dynamicalFactor Φ k).re`.

`dynamicalFactor_zero_iff` shows that D(0) = 0 is equivalent to the sum rule, even without evenness. `dynamicalFactor_eq_zero_iff` is the criterion for zero modes, under all three hypotheses. `springChain_witness` checks that the chain with K > 0 and N ≥ 2 satisfies these hypotheses and has a nonzero coupling, while `springChain_dispersion` holds for every real K and every N ≥ 1.

### How the proof follows the derivation

`blochWave_eq_character` identifies the explicit exponential with Mathlib's additive character `ZMod.stdAddChar`, evaluated at `k * x`. This supplies the product rule for W. In `harmonicOperator_blochWave`, `Equiv.subLeft x` is the substitution r = x − y.

`blochWave_add_neg` writes both waves as exponentials of ±2is, replaces the angle by a single variable with `generalize`, and finishes from the double-angle and Pythagorean identities. In `dynamicalFactor_eq`, `hflip` is the reversal x → −x, `hsum` adds the two forms of D(k), and the last `linear_combination` does the halving.

The main theorem substitutes the sum rule into that formula. For the sign it treats x = 0 separately and bounds each remaining term with `mul_nonpos_of_nonpos_of_nonneg`. For the zero modes, `Finset.sum_eq_zero_iff_of_nonpos` passes from the sum to its terms, and `sin_eq_zero_iff_mul` turns a vanishing sine into divisibility by N. The dispersion of the chain is computed directly, by collapsing the sum to its three contributions.

### Remarks

The small examples here are worked on paper and are not part of the Lean file.

**Dropping a hypothesis.** Each one has a small counter-example:

- Without evenness, take N = 3 and Φ = (1, −1, 0) at x = 0, 1, 2. The sum is zero, but D(1) = 3/2 + i√3/2, whereas the sine formula gives 3/2. Such constants do not derive from an energy, whose second derivatives would be symmetric.
- Without the sum rule, take Φ(0) = 1 and all other constants zero. Every site is pinned by its own spring, and D(k) = 1 for all k, including k = 0.
- Without the sign condition, take N = 2, Φ(0) = −1 and Φ(1) = 1. Then D(1) = −2, an unstable mode.

**Smallest cases.** For N = 1 the sum rule forces Φ(0) = 0, and the only mode has D(0) = 0. For N = 2 the two neighbours of a site are the same site, joined to it by two springs, so the chain has Φ(0) = 2K, Φ(1) = −2K and D(1) = 4K.

**Zero modes away from k = 0.** Take N = 4 with Φ(0) = K, Φ(2) = −K, K > 0, and no other couplings. Then D(2) = 0 as well, because 2 · 2 = 0 in `ZMod 4`. The even and odd sites are decoupled and can be shifted independently.

**An easy mistake.** It is tempting to define the chain by cases: 2K if x = 0, −K if x = 1 or x = −1, and 0 otherwise. For N = 2 this counts the doubled neighbour only once, the constants sum to K, and the sum rule fails. `springChain` subtracts the two neighbour contributions separately, so they add up when 1 = −1.

**A reusable technique.** Keep the definition explicit, so that a reader can recognise the physics, and prove one lemma linking it to the library's abstract object. Here, `(-x).val` is N − `x.val` for nonzero x, not −`x.val`; working through `ZMod.stdAddChar` avoids handling that wrap-around by cases.

**Another model.** One could start from a matrix Φ(x, y) of second derivatives of the energy, with lattice periodicity, Φ(x + 1, y + 1) = Φ(x, y), as a hypothesis. Evenness would then follow from the symmetry Φ(x, y) = Φ(y, x), and the sum rule would say that each row sums to zero. This is closer to how force constants arise, at the cost of an extra step reducing the matrix to a function of the separation.
